# Unequal weights on degenerate kinetic orbitals give an operator that depends on the choice of eigenbasis

The theorem `label_weights_depend_on_basis` takes a real two-orbital model in which the overlap and kinetic-energy matrices are both the identity, so the kinetic eigenvalue 1 is doubly degenerate. It states that the identity matrix and a rotation with entries ±4/5 and 3/5 both have orthonormal columns that diagonalise the kinetic energy, yet attaching weight 1 to the first orbital and 0 to the second gives different operators, C diag(1, 0) Cᴴ, in the two bases. The proof checks the conditions on the rotation entry by entry. For the last part it supposes the two operators equal and compares their upper off-diagonal elements, which are 0 and −12/25.

In Lean, a first try:

```lean
import Mathlib

open Matrix

namespace DKHBackTransform

variable {n 𝕜 : Type*} [Fintype n] [DecidableEq n] [RCLike 𝕜]
  {S T C C₂ : Matrix n n 𝕜} {t t₂ : n → 𝕜}

/-- The columns of `C` are orthonormal in the overlap metric `S` and diagonalise the
kinetic-energy matrix `T`, with eigenvalues `t`. -/
structure IsKineticBasis (S T C : Matrix n n 𝕜) (t : n → 𝕜) : Prop where
  orthonormal : Cᴴ * S * C = 1
  diagonalizes : Cᴴ * T * C = diagonal t

/-- For a doubly degenerate kinetic eigenvalue, the weights 1 and 0 attached to the orbital
labels give different operators in two kinetic eigenbases. -/
theorem label_weights_depend_on_basis :
    IsKineticBasis (𝕜 := ℝ) (n := Fin 2) 1 1 1 (fun _ => 1) ∧
    IsKineticBasis (𝕜 := ℝ) 1 1 !![3/5, 4/5; -4/5, 3/5] (fun _ => 1) ∧
    (diagonal ![1, 0] : Matrix (Fin 2) (Fin 2) ℝ) ≠
      !![3/5, 4/5; -4/5, 3/5] * diagonal ![1, 0] * !![3/5, 4/5; -4/5, 3/5]ᴴ := by
  refine ⟨⟨by simp, by simp⟩, ⟨?_, ?_⟩, fun h => ?_⟩
  · ext i j
    fin_cases i <;> fin_cases j <;> norm_num [Matrix.mul_apply, Fin.sum_univ_succ]
  · ext i j
    fin_cases i <;> fin_cases j <;> norm_num [Matrix.mul_apply, Fin.sum_univ_succ]
  · -- the off-diagonal element is 0 on the left and -12/25 on the right
    have e := congrFun (congrFun h 0) 1
    norm_num [Matrix.mul_apply, Fin.sum_univ_succ] at e

end DKHBackTransform
```

Compiling this gives:

```
Main.lean:28:2: error: unsolved goals
case refine_3
h : diagonal ![1, 0] = !![3 / 5, 4 / 5; -4 / 5, 3 / 5] * diagonal ![1, 0] * !![3 / 5, 4 / 5; -4 / 5, 3 / 5]ᴴ
e : 0 = -((![3 / 5, 4 / 5] ᵥ* diagonal ![1, 0]) 0 * (4 / 5)) + (![3 / 5, 4 / 5] ᵥ* diagonal ![1, 0]) 1 * (3 / 5)
⊢ False
```

Lean accepts the file once it reads:

```diff
@@ -28,5 +28,6 @@
   · -- the off-diagonal element is 0 on the left and -12/25 on the right
     have e := congrFun (congrFun h 0) 1
-    norm_num [Matrix.mul_apply, Fin.sum_univ_succ] at e
+    rw [Matrix.mul_apply, Fin.sum_univ_two, mul_diagonal, mul_diagonal] at e
+    norm_num [conjTranspose_apply] at e
 
 end DKHBackTransform
```

The error says that the last bullet ends with `False` still to be proved. `norm_num` has simplified `e` but has not reached the numerical contradiction. It has put the product of the rotation and the diagonal matrix in terms of a row vector times a matrix, `![3 / 5, 4 / 5] ᵥ* diagonal ![1, 0]`. In that form `Matrix.mul_apply` no longer applies to the inner product, and nothing else `norm_num` was using evaluates the vector's entries, so they stay in `e` as unknown numbers.

The repair fixes the order of the steps. `rw` first expands the outer product with `Matrix.mul_apply` and writes out the two-term sum with `Fin.sum_univ_two`. Each use of `mul_diagonal` then turns one entry of the inner product into a matrix entry times a weight, before `norm_num` can rewrite the product by rows. Only arithmetic and the conjugate transpose are left, and `norm_num` reduces `e` to the false equation 0 = −12/25, which closes the goal. The conjugate transpose was not the obstacle, since its entries already appear as numbers in the failed `e`.
